# A normal product $AB$ has operator norm at most that of $BA$

## Bounding a Hamiltonian through a non-Hermitian matrix

A Chebyshev expansion of the propagator of a finite Hermitian Hamiltonian matrix $H$ in an orthonormal basis starts by mapping the spectrum into $[-1,1]$. The usual map shifts and scales with bounds on the lowest and the highest energy. A simple sufficient choice is to divide $H$ by any positive number that is at least the operator norm $\|H\|$, the largest magnitude among the energies. Sometimes the matrix at hand is not $H$ but a non-Hermitian relative with the factors in another order. It may be a similarity transform $S^{-1}HS$ with an invertible matrix $S$. In a finite non-orthogonal basis with positive definite overlap matrix $O$ it may be $O^{-1}H$, whose Hermitian partner is $X^\dagger HX$ with $X=O^{-1/2}$ and $XX^\dagger=O^{-1}$; there $H$ is the matrix in the non-orthogonal basis, the energies are the eigenvalues of $X^\dagger HX$, and it is the norm of $X^\dagger HX$, not that of $H$, that is to be bounded. In both cases the norm of the non-Hermitian matrix is a valid upper bound for the norm of the Hermitian one, provided that $H$ is Hermitian, and both cases follow from one inequality.

For a complex matrix $C$, let $\|C\|$ be the smallest number $c\ge 0$ with $|Cv|\le c\,|v|$ for all vectors $v$, where $|v|$ is the Euclidean length. A square matrix $C$ is normal if $C^\dagger C=CC^\dagger$; Hermitian and unitary matrices are examples. Let $A$ be an $m\times n$ matrix and $B$ an $n\times m$ matrix. The claim is
$$AB \text{ normal} \;\Longrightarrow\; \|AB\|\le\|BA\| .$$
Nothing is assumed about $A$, $B$ or $BA$ separately, and the square case is $m=n$.

## Powers of a normal matrix against powers of the reversed product

Two properties of the norm are used. The first is $\|CD\|\le\|C\|\,\|D\|$ for matrices $C$, $D$ of matching shape, because $|CDv|\le\|C\|\,|Dv|\le\|C\|\,\|D\|\,|v|$. The second is the C*-identity $\|C^\dagger C\|=\|C\|^2$. The Cauchy–Schwarz inequality gives $|Cv|^2=v^\dagger C^\dagger Cv\le\|C^\dagger C\|\,|v|^2$, so that
$$\|C\|^2\le\|C^\dagger C\|\le\|C^\dagger\|\,\|C\| .$$
Hence $\|C\|\le\|C^\dagger\|$, the same argument for $C^\dagger$ gives $\|C^\dagger\|=\|C\|$, and both inequalities become equalities.

Let $C$ be Hermitian and $k$ a natural number. Every power of $C$ is Hermitian, so
$$\|C^{2^{k+1}}\|=\|(C^{2^k})^\dagger C^{2^k}\|=\|C^{2^k}\|^2 .$$
Starting from the trivial case $k=0$, induction gives $\|C^{2^k}\|=\|C\|^{2^k}$. For normal $C$ put $N=2^k$. Since $C^\dagger$ and $C$ commute, $(C^\dagger)^NC^N=(C^\dagger C)^N$, and $C^\dagger C$ is Hermitian. Therefore
$$\|C^N\|^2=\|(C^\dagger C)^N\|=\|C^\dagger C\|^N=\|C\|^{2N},$$
and the non-negative square root gives $\|C^{2^k}\|=\|C\|^{2^k}$ again.

Next, a power of $AB$ can be regrouped around $BA$. For every natural number $j$,
$$(AB)^{j+1}=A\,(BA)^j\,B ,$$
which holds for $j=0$ and passes from $j$ to $j+1$ on multiplying by $AB$ from the right. With $j=k+1$ and the product rule for the norm,
$$\|(AB)^{k+2}\|\le\|A\|\,\|BA\|^{k+1}\,\|B\| .$$
This step holds for all $A$ and $B$.

The two results are now compared. Write $a=\|AB\|$, $b=\|BA\|$ and $K=\|A\|\,\|B\|+1>0$, and suppose that $AB$ is normal but $b<a$. Then $a>0$ and the ratio $r=b/a$ satisfies $0\le r<1$, so there is a natural number $j$ with $r^j<a/K$. Set $l=2^{j+1}-2$. From $2^j>j$ follows $l+1\ge j$, hence $r^{l+1}\le r^j<a/K$, which reads
$$K\,b^{\,l+1}<a^{\,l+2} .$$
On the other hand $l+2$ is a power of two, so normality makes the norm of $(AB)^{l+2}$ exact:
$$a^{\,l+2}=\|(AB)^{l+2}\|\le\|A\|\,\|B\|\,b^{\,l+1}\le K\,b^{\,l+1}.$$
The two lines contradict each other, so $a\le b$.

## Similarity, congruence and a two-level failure

If both $AB$ and $BA$ are Hermitian, the bound applies in both directions and $\|AB\|=\|BA\|$. For Hermitian $H$ and invertible $S$ of size $n\times n$, take $A=S$ and $B=S^{-1}H$. Then $AB=H$ and $BA=S^{-1}HS$, so $\|H\|\le\|S^{-1}HS\|$. For an arbitrary $n\times m$ matrix $X$, take $A=X^\dagger H$ and $B=X$. Then $AB=X^\dagger HX$ is Hermitian and $BA=XX^\dagger H$, so $\|X^\dagger HX\|\le\|XX^\dagger H\|$.

A two-level system shows that some hypothesis on the product is needed. Let
$$\sigma_+=\begin{pmatrix}0&1\\0&0\end{pmatrix},\qquad P=\begin{pmatrix}1&0\\0&0\end{pmatrix}.$$
The raising operator $\sigma_+$ takes the lower level into the upper one and annihilates the upper one, and $P$ projects on the upper level. Thus $\sigma_+P=0$ and $P\sigma_+=\sigma_+$. A vector with components $(x,y)$ goes to $(y,0)$ under $\sigma_+$, so $\|\sigma_+\|=1$. The order matters. With $A=\sigma_+$ and $B=P$ the product $AB=0$ is Hermitian and the bound holds strictly, $0<1$. With $A=P$ and $B=\sigma_+$ the product $AB=\sigma_+$ is neither Hermitian nor normal, since $\sigma_+^\dagger\sigma_+=\mathrm{diag}(0,1)$ differs from $\sigma_+\sigma_+^\dagger=\mathrm{diag}(1,0)$, and $\|AB\|=1$ exceeds $\|BA\|=0$.

## Matrices and their norm in Lean

```lean
import Mathlib

open Matrix
open scoped Matrix.Norms.L2Operator

namespace ProductOrderNorm

variable {m n : Type*} [Fintype m] [Fintype n] [DecidableEq m] [DecidableEq n]
```

The variables `m` and `n` are finite index types that label rows and columns, and they may be empty or have a single element. `Matrix m n ℂ` is a complex matrix with rows labelled by `m` and columns by `n`, `Cᴴ` is $C^\dagger$, and `C.IsHermitian` says $C^\dagger=C$. The line `open scoped Matrix.Norms.L2Operator` fixes the meaning of `‖C‖` as the operator norm between Euclidean spaces defined above. Lengths of coefficient vectors are therefore measured as if the basis were orthonormal, also for a matrix such as $O^{-1}H$. All statements concern finite matrices; unbounded Hamiltonians on an infinite-dimensional Hilbert space are not covered.

## Exact norms of the powers $C^{2^k}$

```lean
/-- For a Hermitian matrix `C` the l2 operator norm of `C ^ 2 ^ k` is `‖C‖ ^ 2 ^ k`. -/
theorem norm_pow_two_pow_of_isHermitian (C : Matrix n n ℂ) (hC : C.IsHermitian) (k : ℕ) :
    ‖C ^ 2 ^ k‖ = ‖C‖ ^ 2 ^ k := by
  induction k with
  | zero => simp
  | succ k ih =>
    have h : (C ^ 2 ^ k)ᴴ = C ^ 2 ^ k := by rw [conjTranspose_pow, hC.eq]
    -- C*-identity applied to the Hermitian power
    have h1 := Matrix.l2_opNorm_conjTranspose_mul_self (C ^ 2 ^ k)
    rw [h, ih] at h1
    rw [pow_succ (2 : ℕ) k, pow_mul, pow_mul, sq (C ^ 2 ^ k), sq (‖C‖ ^ 2 ^ k)]
    exact h1
```

The expression `C ^ 2 ^ k` is $C^{2^k}$. In the induction step, `h` says that this power is Hermitian, and `h1` is Mathlib's C*-identity `Matrix.l2_opNorm_conjTranspose_mul_self` applied to it. Rewriting with `h` removes the dagger and rewriting with the induction hypothesis `ih` replaces $\|C^{2^k}\|$ by $\|C\|^{2^k}$. The goal is then brought to the same form through $2^{k+1}=2^k\cdot2$.

```lean
/-- For a normal matrix `C` the l2 operator norm of `C ^ 2 ^ k` is `‖C‖ ^ 2 ^ k`. -/
theorem norm_pow_two_pow_of_normal (C : Matrix n n ℂ) (hC : Cᴴ * C = C * Cᴴ) (k : ℕ) :
    ‖C ^ 2 ^ k‖ = ‖C‖ ^ 2 ^ k := by
  have hc : Commute Cᴴ C := hC
  have hH : (Cᴴ * C).IsHermitian := by
    show (Cᴴ * C)ᴴ = Cᴴ * C
    rw [conjTranspose_mul, conjTranspose_conjTranspose]
  -- reduce to the Hermitian matrix `Cᴴ C`
  have h1 := Matrix.l2_opNorm_conjTranspose_mul_self (C ^ 2 ^ k)
  rw [conjTranspose_pow, ← hc.mul_pow, norm_pow_two_pow_of_isHermitian _ hH,
    Matrix.l2_opNorm_conjTranspose_mul_self, mul_pow] at h1
  apply (sq_eq_sq₀ (norm_nonneg _) (pow_nonneg (norm_nonneg _) _)).1
  rw [sq (‖C ^ 2 ^ k‖), sq (‖C‖ ^ 2 ^ k)]
  exact h1.symm
```

Normality is the explicit equation `Cᴴ * C = C * Cᴴ`. The long rewrite follows the chain of equalities for $\|C^N\|^2$: `conjTranspose_pow` gives $(C^N)^\dagger=(C^\dagger)^N$, `hc.mul_pow` merges the two commuting powers into $(C^\dagger C)^N$, the Hermitian theorem applies through `hH`, and the C*-identity evaluates $\|C^\dagger C\|$. The lemma `sq_eq_sq₀` takes the square root between non-negative numbers.

## Regrouping the product

```lean
/-- Powers of `AB` are controlled by powers of the norm of the reversed product:
`‖(AB)^(k+2)‖ ≤ ‖A‖ ‖BA‖^(k+1) ‖B‖`. -/
theorem norm_mul_pow_le (A : Matrix m n ℂ) (B : Matrix n m ℂ) (k : ℕ) :
    ‖(A * B) ^ (k + 2)‖ ≤ ‖A‖ * ‖B * A‖ ^ (k + 1) * ‖B‖ := by
  have cyc : ∀ j : ℕ, (A * B) ^ (j + 1) = A * (B * A) ^ j * B := by
    intro j
    induction j with
    | zero => simp
    | succ j ih =>
      rw [pow_succ (A * B) (j + 1), ih, pow_succ (B * A) j]
      simp only [Matrix.mul_assoc]
  have hp : ‖(B * A) ^ (k + 1)‖ ≤ ‖B * A‖ ^ (k + 1) := norm_pow_le' _ (Nat.succ_pos k)
  calc ‖(A * B) ^ (k + 2)‖ = ‖A * (B * A) ^ (k + 1) * B‖ := by rw [← cyc (k + 1)]
    _ ≤ ‖A * (B * A) ^ (k + 1)‖ * ‖B‖ := Matrix.l2_opNorm_mul _ _
    _ ≤ ‖A‖ * ‖(B * A) ^ (k + 1)‖ * ‖B‖ :=
        mul_le_mul_of_nonneg_right (Matrix.l2_opNorm_mul _ _) (norm_nonneg _)
    _ ≤ ‖A‖ * ‖B * A‖ ^ (k + 1) * ‖B‖ :=
        mul_le_mul_of_nonneg_right (mul_le_mul_of_nonneg_left hp (norm_nonneg _))
          (norm_nonneg _)
```

The local statement `cyc` is the identity $(AB)^{j+1}=A(BA)^jB$, proved by induction and associativity. The bound `hp` is $\|(BA)^{k+1}\|\le\|BA\|^{k+1}$ from `norm_pow_le'`, which asks for a positive exponent; this accounts for the exponents $k+1$ and $k+2$. The `calc` block splits off $B$ and then $A$ with `Matrix.l2_opNorm_mul`, the product rule for rectangular matrices.

## The bound for normal and for Hermitian products

```lean
/-- If `A` is `m × n`, `B` is `n × m` and the product `AB` is normal, then the l2 operator
norm of `AB` is at most that of `BA`. -/
theorem norm_mul_le_of_normal (A : Matrix m n ℂ) (B : Matrix n m ℂ)
    (h : (A * B)ᴴ * (A * B) = (A * B) * (A * B)ᴴ) : ‖A * B‖ ≤ ‖B * A‖ := by
  by_contra hcon
  have hlt : ‖B * A‖ < ‖A * B‖ := not_le.1 hcon
  have hb : 0 ≤ ‖B * A‖ := norm_nonneg _
  have ha : 0 < ‖A * B‖ := lt_of_le_of_lt hb hlt
  have hK : 0 < ‖A‖ * ‖B‖ + 1 := by positivity
  have hr1 : ‖B * A‖ / ‖A * B‖ < 1 := (div_lt_one ha).2 hlt
  have hr0 : 0 ≤ ‖B * A‖ / ‖A * B‖ := div_nonneg hb ha.le
  -- the ratio of the norms is below one, so a high power of it is small
  obtain ⟨j, hj⟩ := exists_pow_lt_of_lt_one (div_pos ha hK) hr1
  obtain ⟨l, hl, hjl⟩ : ∃ l : ℕ, 2 ^ (j + 1) = l + 2 ∧ j ≤ l + 1 := by
    have h2 : j < 2 ^ j := Nat.lt_two_pow_self
    have h3 : 2 ^ (j + 1) = 2 ^ j * 2 := pow_succ 2 j
    exact ⟨2 ^ (j + 1) - 2, by omega, by omega⟩
  have hsmall := lt_of_le_of_lt (pow_le_pow_of_le_one hr0 hr1.le hjl) hj
  rw [div_pow, div_lt_div_iff₀ (pow_pos ha _) hK] at hsmall
  -- normality makes the left side of the power bound exact
  have h1 := norm_pow_two_pow_of_normal (A * B) h (j + 1)
  rw [hl] at h1
  have h2 := norm_mul_pow_le A B l
  rw [h1] at h2
  have h3 : ‖A * B‖ ^ (l + 2) = ‖A * B‖ * ‖A * B‖ ^ (l + 1) := by ring
  have h4 : 0 ≤ ‖B * A‖ ^ (l + 1) := pow_nonneg hb _
  nlinarith [hsmall, h2, h3, h4]
```

Read in words: for $A$ with shape $m\times n$ and $B$ with shape $n\times m$, if $(AB)^\dagger(AB)=(AB)(AB)^\dagger$ then $\|AB\|\le\|BA\|$. The two norms belong to matrices of different size, $m\times m$ on the left and $n\times n$ on the right. The hypothesis `h` is assumed for the given pair and has to be verified in each application.

The proof is the contradiction given above. The facts `hlt`, `ha` and `hK` are $b<a$, $a>0$ and $K>0$, while `hr0` and `hr1` are $0\le r<1$. The lemma `exists_pow_lt_of_lt_one` supplies $j$ with $r^j<a/K$, and the second `obtain` produces $l$ with $2^{j+1}=l+2$ and $j\le l+1$. After the denominators are cleared, `hsmall` reads $b^{\,l+1}K<a\cdot a^{\,l+1}$. Inserting the exact norm `h1` into the regrouping bound turns `h2` into $a^{\,l+2}\le\|A\|\,b^{\,l+1}\,\|B\|$, and `nlinarith` combines the two with $b^{\,l+1}\ge0$. No eigenvalues enter at any point.

```lean
/-- If `A` is `m × n`, `B` is `n × m` and the product `AB` is Hermitian, then the l2 operator
norm of `AB` is at most that of `BA`. -/
theorem norm_mul_le_of_isHermitian (A : Matrix m n ℂ) (B : Matrix n m ℂ)
    (h : (A * B).IsHermitian) : ‖A * B‖ ≤ ‖B * A‖ :=
  norm_mul_le_of_normal A B (by rw [h.eq])
```

A Hermitian product is normal: `h.eq` replaces $(AB)^\dagger$ by $AB$, and both sides of the normality equation become $(AB)(AB)$.

```lean
/-- If both `AB` and `BA` are Hermitian, their l2 operator norms are equal. -/
theorem norm_mul_eq_of_isHermitian (A : Matrix m n ℂ) (B : Matrix n m ℂ)
    (h : (A * B).IsHermitian) (h' : (B * A).IsHermitian) : ‖A * B‖ = ‖B * A‖ :=
  le_antisymm (norm_mul_le_of_isHermitian A B h) (norm_mul_le_of_isHermitian B A h')
```

The equality comes from `le_antisymm` applied to the bound for the pairs $(A,B)$ and $(B,A)$. It is stated for the case that both products are Hermitian.

## Transformed Hamiltonians

```lean
/-- A similarity transformation `H ↦ S⁻¹ H S` with invertible `S` does not lower the l2 operator
norm of a Hermitian matrix `H`. -/
theorem norm_le_norm_similarity (H S : Matrix n n ℂ) (hH : H.IsHermitian)
    (hS : IsUnit S.det) : ‖H‖ ≤ ‖S⁻¹ * H * S‖ := by
  have h1 : S * (S⁻¹ * H) = H := by
    rw [← Matrix.mul_assoc, mul_nonsing_inv S hS, Matrix.one_mul]
  have h2 := norm_mul_le_of_isHermitian S (S⁻¹ * H) (by rw [h1]; exact hH)
  rwa [h1] at h2
```

Here `H` is the Hamiltonian matrix, `hH` is its Hermiticity, and `IsUnit S.det` says that $\det S\neq0$. Mathlib sets `S⁻¹` to zero for a singular matrix, in which case the right side would vanish and the inequality would fail for any non-zero $H$. The step `h1` is $S(S^{-1}H)=H$, and the Hermitian bound is applied with `S` and `S⁻¹ * H` as the two factors. The matrix $S$ need not be unitary. In a finite basis, the similarity-transformed Hamiltonian $e^{-T}He^{T}$ of coupled-cluster theory, with $T$ the matrix of the cluster operator on the full determinant space, has this form with $S=e^{T}$, so its operator norm is at least that of $H$. The theorem is one-sided and gives no estimate of how much larger the transformed norm is.

```lean
/-- For a Hermitian matrix `H` and any matrix `X` of matching shape, the matrix `Xᴴ H X` has l2
operator norm at most that of `X Xᴴ H`. -/
theorem norm_congruence_le (H : Matrix n n ℂ) (X : Matrix n m ℂ) (hH : H.IsHermitian) :
    ‖Xᴴ * H * X‖ ≤ ‖X * Xᴴ * H‖ := by
  have h1 : (Xᴴ * H * X).IsHermitian := by
    show (Xᴴ * H * X)ᴴ = Xᴴ * H * X
    rw [conjTranspose_mul, conjTranspose_mul, conjTranspose_conjTranspose, hH.eq,
      Matrix.mul_assoc]
  have h2 := norm_mul_le_of_isHermitian (Xᴴ * H) X h1
  rwa [← Matrix.mul_assoc] at h2
```

The columns of `X` are the coefficients of new vectors, labelled by `m`, in the old basis, labelled by `n`, and `Xᴴ * H * X` is the matrix of the Hamiltonian between them. No condition on the rank or the normalisation of `X` appears, so a rectangular $X$ that leaves out nearly dependent combinations of basis functions is included. The step `h1` verifies $(X^\dagger HX)^\dagger=X^\dagger HX$, the factors are `Xᴴ * H` and `X`, and the last line reassociates $X(X^\dagger H)$ into $XX^\dagger H$. The overlap matrix does not occur in the theorem; it enters only through the choice of $X$. For $X=O^{-1/2}$ the right side is $\|O^{-1}H\|$. For an $X$ with fewer columns than rows, $XX^\dagger$ is singular and differs from $O^{-1}$, and the bound given by the theorem is $\|XX^\dagger H\|$.

## The raising operator and the projector

```lean
/-- The two-level raising operator `[[0,1],[0,0]]`. -/
def raising : Matrix (Fin 2) (Fin 2) ℂ := !![0, 1; 0, 0]

/-- The two-level projector `diag(1,0)`. -/
def projUp : Matrix (Fin 2) (Fin 2) ℂ := !![1, 0; 0, 0]
```

The notation `!![0, 1; 0, 0]` lists rows separated by semicolons. Indices of `Fin 2` run over $0$ and $1$, with $0$ the upper level, so `raising` is $\sigma_+$ with its only non-zero entry in row $0$, column $1$, and `projUp` is $P$.

```lean
/-- The product `projUp * raising` is not Hermitian and has norm one, while the reversed
product `raising * projUp` is Hermitian and has norm zero. -/
theorem bound_fails_without_hermitian :
    ¬ (projUp * raising).IsHermitian ∧ ‖projUp * raising‖ = 1 ∧
      (raising * projUp).IsHermitian ∧ ‖raising * projUp‖ = 0 := by
  have h1 : raising * projUp = 0 := by
    ext i j
    fin_cases i <;> fin_cases j <;> simp [raising, projUp, Matrix.mul_apply, Fin.sum_univ_two]
  have h2 : projUp * raising = raising := by
    ext i j
    fin_cases i <;> fin_cases j <;> simp [raising, projUp, Matrix.mul_apply, Fin.sum_univ_two]
  rw [h1, h2]
  refine ⟨fun h => ?_, ?_, isHermitian_zero, norm_zero⟩
  · have h3 := congrFun (congrFun h.eq 0) 1
    simp [raising, conjTranspose_apply] at h3
  · have hne : raising ≠ 0 := fun h => by
      have h3 := congrFun (congrFun h 0) 1
      simp [raising] at h3
    have hx : 0 < ‖raising‖ := norm_pos_iff.2 hne
    -- `raisingᴴ * raising` is a projector
    have hQ : (raisingᴴ * raising)ᴴ * (raisingᴴ * raising) = raisingᴴ * raising := by
      ext i j
      fin_cases i <;> fin_cases j <;>
        simp [raising, Matrix.mul_apply, Fin.sum_univ_two, conjTranspose_apply]
    have h4 := Matrix.l2_opNorm_conjTranspose_mul_self (raisingᴴ * raising)
    rw [hQ, Matrix.l2_opNorm_conjTranspose_mul_self] at h4
    have h5 : ‖raising‖ * ‖raising‖ = 1 := by
      apply mul_left_cancel₀ (mul_pos hx hx).ne'
      linarith
    rcases mul_self_eq_one_iff.1 h5 with h6 | h6
    · exact h6
    · linarith
```

The four clauses say that $P\sigma_+$ is not Hermitian, that $\|P\sigma_+\|=1$, that $\sigma_+P$ is Hermitian, and that $\|\sigma_+P\|=0$. Together the second and fourth refute $\|AB\|\le\|BA\|$ for $A=P$, $B=\sigma_+$. The products `h1` and `h2` are computed entry by entry. Hermiticity of $\sigma_+$ fails at the entry $(0,1)$, where $\sigma_+^\dagger$ has $0$ and $\sigma_+$ has $1$. The norm is found algebraically and not from the action on vectors. The matrix $Q=\sigma_+^\dagger\sigma_+$ satisfies $Q^\dagger Q=Q$, which is `hQ`, so two uses of the C*-identity give $\|\sigma_+\|^2=\|\sigma_+\|^4$ in `h4`. Since $\sigma_+\ne0$ the norm is positive, its square cancels to leave $\|\sigma_+\|^2=1$, and the root $-1$ is excluded.

## A Hermitian product whose reverse is not Hermitian

```lean
/-- For `A = [[1,1],[0,1]]` and `B = [[1,1],[0,-1]]` the product `AB` equals `diag(1,-1)`
and is Hermitian, while `BA` is not Hermitian. -/
theorem hermitian_product_witness :
    let A : Matrix (Fin 2) (Fin 2) ℂ := !![1, 1; 0, 1]
    let B : Matrix (Fin 2) (Fin 2) ℂ := !![1, 1; 0, -1]
    A * B = !![1, 0; 0, -1] ∧ (A * B).IsHermitian ∧ ¬ (B * A).IsHermitian := by
  intro A B
  have h1 : A * B = !![1, 0; 0, -1] := by
    ext i j
    fin_cases i <;> fin_cases j <;> simp [A, B, Matrix.mul_apply, Fin.sum_univ_two]
  have h2 : B * A = !![1, 2; 0, -1] := by
    ext i j
    fin_cases i <;> fin_cases j <;> norm_num [A, B, Matrix.mul_apply, Fin.sum_univ_two]
  refine ⟨h1, ?_, fun h => ?_⟩
  · rw [h1]
    show (!![1, 0; 0, -1] : Matrix (Fin 2) (Fin 2) ℂ)ᴴ = !![1, 0; 0, -1]
    ext i j
    fin_cases i <;> fin_cases j <;> simp [conjTranspose_apply]
  · rw [h2] at h
    have h3 := congrFun (congrFun h.eq 0) 1
    simp [conjTranspose_apply] at h3

end ProductOrderNorm
```

For
$$A=\begin{pmatrix}1&1\\0&1\end{pmatrix},\qquad B=\begin{pmatrix}1&1\\0&-1\end{pmatrix},$$
the theorem states that $AB$ equals the Pauli matrix $\sigma_z=\mathrm{diag}(1,-1)$, that it is Hermitian, and that $BA$ is not. The step `h2` finds
$$BA=\begin{pmatrix}1&2\\0&-1\end{pmatrix},$$
whose entry $(0,1)$ is $2$ while that of its adjoint is $0$. The one-sided bound thus applies to a non-zero product where the hypotheses of the equality theorem are not met. Since $B=A^{-1}\sigma_z$, the pair is the similarity case with $H=\sigma_z$ and $S=A$. The matrix $(BA)^\dagger BA$ has eigenvalues $3\pm2\sqrt2$, which gives $\|BA\|=1+\sqrt2$ against $\|\sigma_z\|=1$; these values, like the reading of $\|H\|$ as the largest energy magnitude, rest on the spectral theorem and are not among the statements proved in the code.

```lean
#print axioms ProductOrderNorm.norm_mul_le_of_normal
#print axioms ProductOrderNorm.norm_mul_eq_of_isHermitian
#print axioms ProductOrderNorm.norm_congruence_le
#print axioms ProductOrderNorm.bound_fails_without_hermitian
```

```
'ProductOrderNorm.norm_mul_le_of_normal' depends on axioms: [propext, Classical.choice, Quot.sound]
'ProductOrderNorm.norm_mul_eq_of_isHermitian' depends on axioms: [propext, Classical.choice, Quot.sound]
'ProductOrderNorm.norm_congruence_le' depends on axioms: [propext, Classical.choice, Quot.sound]
'ProductOrderNorm.bound_fails_without_hermitian' depends on axioms: [propext, Classical.choice, Quot.sound]
```
